# Kohlrausch's relation in one dimension: voltage and common contact temperature fix the peak temperature of a Wiedemann–Franz conductor

Q: Suppose I want to know whether a current melts the filament in a switching cell. The current alone does not tell me, because a filament with a narrower neck can get much hotter at the same current, and I rarely know the shape of the neck. You say that the voltage settles it without the shape. For what kind of conductor?

A: For a one-dimensional conductor in steady state that loses no heat through its sides. Let \(x\) run from \(0\) to \(l\), let \(V(x)\) be the potential and \(T(x)\) the absolute temperature, and let \(G=\sigma A>0\) be the electrical conductivity times the cross-section. A current \(I\) obeys Ohm's law,
\[ G V'=-I . \]
The Joule heat per unit length is \(I^2/G=-IV'\). The heat current is \(-\kappa A T'\), with \(\kappa\) the thermal conductivity, and its increase per unit length must equal the Joule heat, so \((\kappa A T')'=IV'\). With the Wiedemann–Franz law \(\kappa=L_z\sigma T\) this becomes
\[ (L_z G\,T\,T')'=I V' . \]
The Lorenz number \(L_z\) is postulated to be constant. This suits an ordinary metal, in which the same degenerate electrons carry charge and heat and scatter essentially elastically; there \(L_z\approx\frac{\pi^2}{3}(k_B/e)^2\), with \(k_B\) the Boltzmann constant and \(e\) the elementary charge. Heat carried by phonons is left out, as are thermoelectric effects.

```lean
import Mathlib

open Set

namespace KohlrauschRelation

/-- Steady state of a conductor on `[0, l]` with current `I`, profile `G` (conductivity times
cross-section), potential `V` and temperature `T`: Ohm's law, and the balance of Joule heat and
heat conduction with thermal conductivity `Lz` times temperature times electrical conductivity. -/
structure JouleHeated (Lz I l : ℝ) (G V T : ℝ → ℝ) : Prop where
  length_pos : 0 < l
  G_pos : ∀ x ∈ Ioo 0 l, 0 < G x
  V_cont : ContinuousOn V (Icc 0 l)
  T_cont : ContinuousOn T (Icc 0 l)
  V_diff : ∀ x ∈ Ioo 0 l, DifferentiableAt ℝ V x
  T_diff : ∀ x ∈ Ioo 0 l, DifferentiableAt ℝ T x
  ohm : ∀ x ∈ Ioo 0 l, G x * deriv V x = -I
  heat : ∀ x ∈ Ioo 0 l,
    HasDerivAt (fun y => Lz * G y * T y * deriv T y) (I * deriv V x) x
```

Q: `G` is just a function there. May it depend on temperature, and may it jump at an interface?

A: It may depend on temperature: `G x` is the value in the steady state itself, so \(\sigma(x,T(x))A(x)\) is allowed. A jump is excluded whenever \(I\neq0\). No field demands continuity of `G`, but `V_diff` makes \(V\) differentiable at every interior point, and a derivative has no jumps. By Ohm's law, neither has \(G\). A sharp step in the cross-section must therefore be smoothed.

The field `ohm` is Ohm's law, and `heat` says that \(L_zG\,TT'\), the heat current towards \(x=0\), has derivative \(IV'\). Both are required only for \(0<x<l\); at the contacts \(V\) and \(T\) need only be continuous. The structure describes a given steady state and does not claim that one exists for every \(G\).

Q: And the contacts?

A: Both are at temperature \(T_0\), with potentials \(U/2\) and \(-U/2\), where \(U\) is the voltage across the conductor itself, without the drop in any series resistance. The symmetric potentials only fix the zero of \(V\), since the equations contain \(V'\) alone.

```lean
/-- Contacts at the common temperature `T0` and at the potentials `U/2` and `-U/2`. -/
structure SymmetricContacts (l U T0 : ℝ) (V T : ℝ → ℝ) : Prop where
  V_left : V 0 = U / 2
  V_right : V l = -U / 2
  T_left : T 0 = T0
  T_right : T l = T0
```

Q: Then show me how the shape drops out.

A: We integrate twice, and both times we need the fact that a quantity which is continuous on a closed interval and has zero derivative inside it has equal values at the ends. The lemma gets it from the mean value theorem: the slope between the ends equals the derivative at some interior point, which is zero.

```lean
/-- A quantity that is continuous on a closed interval and has vanishing derivative inside it has
equal values at the ends. -/
lemma eq_of_deriv_zero {f : ℝ → ℝ} {a b : ℝ} (hab : a ≤ b) (hc : ContinuousOn f (Icc a b))
    (hd : ∀ x ∈ Ioo a b, HasDerivAt f 0 x) : f b = f a := by
  rcases hab.eq_or_lt with h | h
  · rw [h]
  · obtain ⟨c, _, h0⟩ := exists_hasDerivAt_eq_slope f (fun _ => 0) h hc hd
    rcases div_eq_zero_iff.mp h0.symm with h1 | h1 <;> linarith
```

The heat balance says that \(L_zG\,TT'-IV\) has zero derivative, so for some constant \(c\)
\[ L_z G\,T\,T'=IV+c . \]
In Lean this difference is `F`, and \(c\) is its value at `l / 2`. The comparison stays between interior points, because nothing is assumed about the heat flux at the contacts.

```lean
variable {Lz I l U T0 : ℝ} {G V T : ℝ → ℝ}

/-- Inside the conductor, the heat current towards `x = 0`, which is `Lz G T T'`, equals `I V` up to
an additive constant. -/
theorem heat_flux (h : JouleHeated Lz I l G V T) :
    ∃ c, ∀ x ∈ Ioo 0 l, Lz * G x * T x * deriv T x = I * V x + c := by
  let F : ℝ → ℝ := fun y => Lz * G y * T y * deriv T y - I * V y
  have hF : ∀ x ∈ Ioo 0 l, HasDerivAt F 0 x := fun x hx =>
    ((h.heat x hx).fun_sub ((h.V_diff x hx).hasDerivAt.const_mul I)).congr_deriv (sub_self _)
  have key : ∀ a ∈ Ioo 0 l, ∀ b ∈ Ioo 0 l, a ≤ b → F b = F a := fun a ha b hb hab =>
    eq_of_deriv_zero hab
      (fun z hz => (hF z ⟨ha.1.trans_le hz.1,
        hz.2.trans_lt hb.2⟩).continuousAt.continuousWithinAt)
      (fun z hz => hF z ⟨ha.1.trans hz.1, hz.2.trans hb.2⟩)
  have hl := h.length_pos
  have hm : l / 2 ∈ Ioo 0 l := ⟨by linarith, by linarith⟩
  refine ⟨F (l / 2), fun x hx => ?_⟩
  have e : Lz * G x * T x * deriv T x - I * V x = F (l / 2) := by
    rcases le_total x (l / 2) with hx2 | hx2
    · exact (key x hx _ hm hx2).symm
    · exact key _ hm x hx hx2
  linarith
```

Now multiply by \(V'\) and replace \(GV'\) by \(-I\):
\[ -I L_z TT'=IVV'+cV' . \]
The profile is gone. Moving everything to one side and doubling gives
\[ \frac{d}{dx}\Bigl[I(L_zT^2+V^2)+2cV\Bigr]=0 . \]
The bracket therefore keeps its value from \(x=0\) up to the far contact. In the proof, the first `linear_combination` performs exactly this elimination, using `h.ohm` and the integrated heat flux `hq`.

```lean
/-- For any contact temperatures and potentials, `I (Lz T² + V²) + 2 c V` is constant along the
conductor for some number `c`. -/
theorem first_integral (h : JouleHeated Lz I l G V T) :
    ∃ c, ∀ x ∈ Icc 0 l, I * (Lz * T x ^ 2 + V x ^ 2) + 2 * c * V x
      = I * (Lz * T 0 ^ 2 + V 0 ^ 2) + 2 * c * V 0 := by
  obtain ⟨c, hq⟩ := heat_flux h
  refine ⟨c, fun x hx => ?_⟩
  have hTc : ContinuousOn T (Icc 0 x) := h.T_cont.mono (Icc_subset_Icc_right hx.2)
  have hVc : ContinuousOn V (Icc 0 x) := h.V_cont.mono (Icc_subset_Icc_right hx.2)
  have e : I * (Lz * (T x * T x) + V x * V x) + 2 * c * V x
      = I * (Lz * (T 0 * T 0) + V 0 * V 0) + 2 * c * V 0 := by
    refine eq_of_deriv_zero
      (f := fun y => I * (Lz * (T y * T y) + V y * V y) + 2 * c * V y) hx.1 (by fun_prop) ?_
    intro y hy
    have hy' : y ∈ Ioo 0 l := ⟨hy.1, hy.2.trans_le hx.2⟩
    have hT := (h.T_diff y hy').hasDerivAt
    have hV := (h.V_diff y hy').hasDerivAt
    refine (((((hT.fun_mul hT).const_mul Lz).fun_add (hV.fun_mul hV)).const_mul I).fun_add
      (hV.const_mul (2 * c))).congr_deriv ?_
    -- Ohm's law removes the profile `G` from the heat flux
    linear_combination 2 * Lz * T y * deriv T y * h.ohm y hy' - 2 * deriv V y * hq y hy'
  linear_combination e
```

Q: There is still an unknown \(c\). I want \(L_zT^2+V^2\) by itself.

A: Equal contact temperatures remove \(c\), provided that \(U\neq0\). By the mean value theorem there is an interior point \(\xi\) with \(V(l)-V(0)=V'(\xi)\,l\). Hence, for \(I\neq0\),
\[ I\,(V(0)-V(l))=-I\,V'(\xi)\,l=G(\xi)\,V'(\xi)^2\,l>0 , \]
where \(V'(\xi)\neq0\) because \(GV'=-I\). The dissipated power \(IU\) is positive, so \(U\) is not zero.

```lean
/-- A non-zero current dissipates positive power between the contacts. -/
theorem power_pos (h : JouleHeated Lz I l G V T) (hI : I ≠ 0) : 0 < I * (V 0 - V l) := by
  have hl := h.length_pos
  obtain ⟨c, hc, e⟩ := exists_deriv_eq_slope V hl h.V_cont
    (fun x hx => (h.V_diff x hx).differentiableWithinAt)
  rw [sub_zero, eq_div_iff hl.ne'] at e
  have ho := h.ohm c hc
  have hG := h.G_pos c hc
  have hd : deriv V c ≠ 0 := by
    intro h0
    rw [h0, mul_zero] at ho
    exact hI (by linarith)
  have e2 : I * (V 0 - V l) = G c * deriv V c ^ 2 * l := by
    linear_combination I * e - deriv V c * l * ho
  rw [e2]
  positivity
```

Comparing the bracket at the two contacts gives
\[ I\Bigl(L_zT_0^2+\tfrac{U^2}{4}\Bigr)-cU=I\Bigl(L_zT_0^2+\tfrac{U^2}{4}\Bigr)+cU , \]
so \(cU=0\) and \(c=0\). Dividing by \(I\) leaves
\[ L_zT^2+V^2=L_zT_0^2+\frac{U^2}{4}\qquad\text{for } 0\le x\le l . \]
The Lean proof follows the same order: `hcU`, then `c0`, then cancellation of `I`.

```lean
/-- For a non-zero current between contacts at the common temperature `T0` and at the potentials
`U/2` and `-U/2`, `Lz T² + V²` equals `Lz T0² + U²/4` everywhere in the conductor, whatever the
profile `G`. -/
theorem kohlrausch_invariant (h : JouleHeated Lz I l G V T)
    (b : SymmetricContacts l U T0 V T) (hI : I ≠ 0) :
    ∀ x ∈ Icc 0 l, Lz * T x ^ 2 + V x ^ 2 = Lz * T0 ^ 2 + U ^ 2 / 4 := by
  obtain ⟨c, hc⟩ := first_integral h
  have hP := power_pos h hI
  rw [b.V_left, b.V_right] at hP
  have hU : U ≠ 0 := by
    intro h0
    rw [h0] at hP
    norm_num at hP
  -- equal contact temperatures force the constant `c` to vanish
  have e := hc l ⟨h.length_pos.le, le_rfl⟩
  rw [b.V_left, b.V_right, b.T_left, b.T_right] at e
  have hcU : c * U = 0 := by linear_combination (-1 / 2) * e
  have c0 : c = 0 := (mul_eq_zero.mp hcU).resolve_right hU
  intro x hx
  have ex := hc x hx
  rw [b.V_left, b.T_left, c0] at ex
  apply mul_left_cancel₀ hI
  linear_combination ex
```

For steady-state simulations of this model with a non-zero current and equal contact temperatures, this offers a check: with \(V\) measured from the midpoint of the two contact potentials, \(L_zT^2+V^2\) should be flat along the mesh up to numerical error.

Q: My contacts are rarely at exactly the same temperature.

A: `first_integral` does not assume that they are. If they are at \(T_1\) on the left and \(T_2\) on the right, the same comparison by hand gives \(c/I=a\) with \(a=L_z(T_2^2-T_1^2)/(2U)\), and \(L_zT^2+(V+a)^2\) is constant. The hottest point then lies where \(V=-a\) if \(|a|\le|U|/2\); otherwise the hotter contact is the hottest point.

Q: Back to equal contacts. Where is the hot spot?

A: Where \(V=0\). Such a point exists because \(V\) is continuous and runs between \(U/2\) and \(-U/2\). The two cases in the proof are the two signs of \(U\).

```lean
/-- The potential vanishes somewhere in the conductor. -/
lemma exists_zero_potential (h : JouleHeated Lz I l G V T)
    (b : SymmetricContacts l U T0 V T) : ∃ x ∈ Icc 0 l, V x = 0 := by
  have hl := b.V_left
  have hr := b.V_right
  rcases le_total 0 U with hU | hU
  · obtain ⟨x, hx, e⟩ := intermediate_value_Icc' h.length_pos.le h.V_cont
      (show (0 : ℝ) ∈ Icc (V l) (V 0) from ⟨by linarith, by linarith⟩)
    exact ⟨x, hx, e⟩
  · obtain ⟨x, hx, e⟩ := intermediate_value_Icc h.length_pos.le h.V_cont
      (show (0 : ℝ) ∈ Icc (V 0) (V l) from ⟨by linarith, by linarith⟩)
    exact ⟨x, hx, e⟩
```

Now take \(L_z>0\) and \(T>0\). At a point \(z\) with \(V(z)=0\), the invariant gives \(L_zT(z)^2=L_zT(x)^2+V(x)^2\ge L_zT(x)^2\) for every \(x\), so \(T(z)\) is maximal. Conversely, if \(T(x)\) is maximal, then \(T(x)\ge T(z)\), which forces \(V(x)^2\le0\), so \(V(x)=0\). The theorem states both directions, and the proof turns inequalities between squares into inequalities between temperatures by positivity.

```lean
/-- The temperature is maximal exactly where the potential is midway between the contacts. -/
theorem hot_spot_iff (h : JouleHeated Lz I l G V T) (b : SymmetricContacts l U T0 V T)
    (hI : I ≠ 0) (hLz : 0 < Lz) (hT : ∀ x ∈ Icc 0 l, 0 < T x) :
    ∀ x ∈ Icc 0 l, (IsMaxOn T (Icc 0 l) x ↔ V x = 0) := by
  intro x hx
  have ex := kohlrausch_invariant h b hI x hx
  constructor
  · intro hmax
    obtain ⟨z, hz, hVz⟩ := exists_zero_potential h b
    have ez := kohlrausch_invariant h b hI z hz
    rw [hVz] at ez
    have hzx : T z ≤ T x := hmax hz
    have h1 := mul_le_mul_of_nonneg_left (pow_le_pow_left₀ (hT z hz).le hzx 2) hLz.le
    have h2 : V x ^ 2 = 0 := le_antisymm (by linarith) (sq_nonneg _)
    exact pow_eq_zero_iff two_ne_zero |>.mp h2
  · intro hV y hy
    have ey := kohlrausch_invariant h b hI y hy
    rw [hV] at ex
    have h1 : Lz * T y ^ 2 ≤ Lz * T x ^ 2 := by linarith [sq_nonneg (V y)]
    exact (sq_le_sq₀ (hT y hy).le (hT x hx).le).mp (le_of_mul_le_mul_left h1 hLz)
```

Evaluating the invariant at the hot spot gives \(L_zT_{\max}^2=L_zT_0^2+U^2/4\), that is,
\[ U^2=4L_z\,(T_{\max}^2-T_0^2) . \]
The hypothesis `IsGreatest (T '' Icc 0 l) Tmax` says that \(T_{\max}\) is the largest temperature and is attained in the conductor.

```lean
/-- Kohlrausch's voltage-temperature relation: the voltage and the contact temperature fix the
maximal temperature `Tmax`, whatever the profile `G`. -/
theorem kohlrausch (h : JouleHeated Lz I l G V T) (b : SymmetricContacts l U T0 V T)
    (hI : I ≠ 0) (hLz : 0 < Lz) (hT : ∀ x ∈ Icc 0 l, 0 < T x) {Tmax : ℝ}
    (hmax : IsGreatest (T '' Icc 0 l) Tmax) : U ^ 2 = 4 * Lz * (Tmax ^ 2 - T0 ^ 2) := by
  obtain ⟨⟨x, hx, rfl⟩, hub⟩ := hmax
  have hV := (hot_spot_iff h b hI hLz hT x hx).mp (fun y hy => hub ⟨y, hy, rfl⟩)
  have ex := kohlrausch_invariant h b hI x hx
  rw [hV] at ex
  linear_combination (-4) * ex
```

For small voltages, \(T_{\max}^2-T_0^2\approx2T_0(T_{\max}-T_0)\), so the heating is \(T_{\max}-T_0\approx U^2/(8L_zT_0)\), quadratic in the voltage.

Q: Kohlrausch's relation is also applied to contacts where the current spreads out in three dimensions. Is that covered?

A: No. Here \(V\) and \(T\) depend on \(x\) alone, and the geometry enters only through \(G(x)\). Spreading current lines would need partial differential equations.

Q: And switching itself?

A: What is proved is a temperature criterion. For a threshold \(T_m\ge0\), such as a melting temperature, some point has \(T\ge T_m\) if and only if
\[ U^2\ge4L_z\,(T_m^2-T_0^2) . \]
If a point has \(T\ge T_m\), the invariant gives \(L_zT_m^2\le L_zT_0^2+U^2/4\), because \(V^2\ge0\). In the other direction, the inequality gives \(T\ge T_m\) at a point where \(V=0\). Nucleation, latent heat and the time needed to reach the steady state play no part.

```lean
/-- For a threshold `Tm ≥ 0`, the temperature is at least `Tm` somewhere in the conductor exactly
when `U²` is at least `4 Lz (Tm² - T0²)`. -/
theorem switching_iff (h : JouleHeated Lz I l G V T) (b : SymmetricContacts l U T0 V T)
    (hI : I ≠ 0) (hLz : 0 < Lz) (hT : ∀ x ∈ Icc 0 l, 0 < T x) {Tm : ℝ} (hTm : 0 ≤ Tm) :
    (∃ x ∈ Icc 0 l, Tm ≤ T x) ↔ 4 * Lz * (Tm ^ 2 - T0 ^ 2) ≤ U ^ 2 := by
  constructor
  · rintro ⟨x, hx, hle⟩
    have ex := kohlrausch_invariant h b hI x hx
    have h1 := mul_le_mul_of_nonneg_left (pow_le_pow_left₀ hTm hle 2) hLz.le
    linarith [sq_nonneg (V x)]
  · intro hU
    obtain ⟨z, hz, hVz⟩ := exists_zero_potential h b
    have ez := kohlrausch_invariant h b hI z hz
    rw [hVz] at ez
    have h1 : Lz * Tm ^ 2 ≤ Lz * T z ^ 2 := by linarith
    exact ⟨z, hz, (sq_le_sq₀ hTm (hT z hz).le).mp (le_of_mul_le_mul_left h1 hLz)⟩
```

Q: Last doubt: does any conductor satisfy all these conditions, or is the theorem empty?

A: An hourglass does. In units with \(L_z=I=1\) and \(l=2\), take
\[ G=\cosh^2(x-1),\qquad V=-\tanh(x-1),\qquad T=\frac1{\cosh(x-1)} . \]
Then \(V'=-1/\cosh^2(x-1)\), so \(GV'=-1\). The heat current towards \(x=0\) is \(GTT'=-\tanh(x-1)=V\), so its derivative is \(V'\), as the heat balance requires. The contacts have \(T_0=1/\cosh1\) and \(U=2\tanh1\), and the peak \(T_{\max}=1\) sits at the neck, \(x=1\). The Lean proof computes the same derivatives and checks each field of the two structures, together with positivity of the temperature.

```lean
/-- An hourglass profile `cosh² (x - 1)` on `[0, 2]`, with potential `-tanh (x - 1)` and
temperature `1 / cosh (x - 1)`, meets all the conditions. -/
theorem kohlrausch_witness :
    JouleHeated 1 1 2 (fun x => Real.cosh (x - 1) ^ 2)
      (fun x => -(Real.sinh (x - 1) / Real.cosh (x - 1))) (fun x => 1 / Real.cosh (x - 1)) ∧
    SymmetricContacts 2 (2 * (Real.sinh 1 / Real.cosh 1)) (1 / Real.cosh 1)
      (fun x => -(Real.sinh (x - 1) / Real.cosh (x - 1))) (fun x => 1 / Real.cosh (x - 1)) ∧
    ∀ x : ℝ, 0 < 1 / Real.cosh (x - 1) := by
  have hp : ∀ x : ℝ, 0 < Real.cosh (x - 1) := fun x => Real.cosh_pos _
  have hs : ∀ x : ℝ, HasDerivAt (fun y => Real.sinh (y - 1)) (Real.cosh (x - 1)) x :=
    fun x => (Real.hasDerivAt_sinh (x - 1)).comp_sub_const x 1
  have hc : ∀ x : ℝ, HasDerivAt (fun y => Real.cosh (y - 1)) (Real.sinh (x - 1)) x :=
    fun x => (Real.hasDerivAt_cosh (x - 1)).comp_sub_const x 1
  have hV : ∀ x : ℝ, HasDerivAt (fun y => -(Real.sinh (y - 1) / Real.cosh (y - 1)))
      (-(1 / Real.cosh (x - 1) ^ 2)) x := fun x => by
    have e : Real.cosh (x - 1) * Real.cosh (x - 1) - Real.sinh (x - 1) * Real.sinh (x - 1) = 1 := by
      linear_combination Real.cosh_sq (x - 1)
    exact ((hs x).fun_div (hc x) (hp x).ne').fun_neg.congr_deriv (by rw [e])
  have hT : ∀ x : ℝ, HasDerivAt (fun y => 1 / Real.cosh (y - 1))
      (-(Real.sinh (x - 1) / Real.cosh (x - 1) ^ 2)) x := fun x =>
    ((hasDerivAt_const x (1 : ℝ)).fun_div (hc x) (hp x).ne').congr_deriv (by ring)
  have e0 : (0 : ℝ) - 1 = -1 := by norm_num
  have e2 : (2 : ℝ) - 1 = 1 := by norm_num
  refine ⟨⟨by norm_num, fun x _ => pow_pos (hp x) 2,
    fun x _ => (hV x).continuousAt.continuousWithinAt,
    fun x _ => (hT x).continuousAt.continuousWithinAt,
    fun x _ => (hV x).differentiableAt, fun x _ => (hT x).differentiableAt, ?_, ?_⟩,
    ⟨?_, ?_, ?_, ?_⟩, fun x => one_div_pos.mpr (hp x)⟩
  · intro x _
    have hn := (hp x).ne'
    simp only [(hV x).deriv]
    field_simp
  · intro x _
    rw [(hV x).deriv]
    -- the heat current towards `x = 0` coincides with the potential
    refine ((hV x).congr_deriv (one_mul _).symm).congr_of_eventuallyEq
      (Filter.Eventually.of_forall fun y => ?_)
    have hn := (hp y).ne'
    simp only [(hT y).deriv]
    field_simp
  · simp only [e0, Real.sinh_neg, Real.cosh_neg]
    ring
  · simp only [e2]
    ring
  · simp only [e0, Real.cosh_neg]
  · simp only [e2]

end KohlrauschRelation
```

```lean
#print axioms KohlrauschRelation.kohlrausch
#print axioms KohlrauschRelation.switching_iff
```

```
'KohlrauschRelation.kohlrausch' depends on axioms: [propext, Classical.choice, Quot.sound]
'KohlrauschRelation.switching_iff' depends on axioms: [propext, Classical.choice, Quot.sound]
```
